# The cosine and the Gaussian exp(−x²/2) differ by at most x⁴/8

The lemma states that |cos x − exp(−x²/2)| ≤ x⁴/8 for every real x, with no assumption that x is small. In physical terms, cos x is the mean of the phase factor e^{iθ} when θ is +x or −x with equal probability, and exp(−x²/2) is its mean when θ is normally distributed with mean zero and variance x². The statement itself is a plain inequality between real functions and involves no quantum state or Hamiltonian. The proof places both functions between 1 − x²/2 and 1 − x²/2 + x⁴/8, from which the claim follows. The upper bound on the cosine comes from cos 2y = 1 − 2 sin² y and a cubic lower bound on the sine.

This version doesn't compile in Lean 4 with Mathlib:

```lean
import Mathlib

open Matrix Filter Topology NormedSpace

namespace RandomKickDephasing

noncomputable section

/-- The cosine and the Gaussian `exp(-x²/2)` differ by at most `x⁴/8`. -/
theorem abs_cos_sub_exp_le (x : ℝ) : |Real.cos x - Real.exp (-(x ^ 2 / 2))| ≤ x ^ 4 / 8 := by
  -- upper bound on the cosine, through the half angle
  have hcu : ∀ y : ℝ, 0 ≤ y → Real.cos (2 * y) ≤ 1 - 2 * y ^ 2 + 2 * y ^ 4 := by
    intro y hy
    rcases le_or_gt y 1 with h1 | h1
    · rcases hy.eq_or_lt with h0 | h0
      · rw [← h0]
        simp
      · have hs := Real.sin_gt_sub_cube h0 h1
        have hy2 : y ^ 2 ≤ 1 := pow_le_one₀ hy h1
        have hp : 0 ≤ y - y ^ 3 / 4 := by nlinarith [mul_nonneg hy (sub_nonneg.2 hy2)]
        have hsq : (y - y ^ 3 / 4) ^ 2 ≤ Real.sin y ^ 2 := pow_le_pow_left₀ hp hs.le 2
        have hcos : Real.cos (2 * y) = 1 - 2 * Real.sin y ^ 2 := by
          rw [Real.cos_two_mul]
          linarith [Real.sin_sq_add_cos_sq y]
        have h4 : 0 ≤ y ^ 4 := by positivity
        have h6 : 0 ≤ y ^ 6 := by positivity
        nlinarith
    · have hy2 : 0 ≤ y ^ 2 - 1 := by nlinarith
      nlinarith [Real.cos_le_one (2 * y), mul_nonneg (sq_nonneg y) hy2]
  have hc := hcu (|x| / 2) (by positivity)
  have h2 : (|x| / 2) ^ 2 = x ^ 2 / 4 := by
    rw [div_pow, sq_abs]
    norm_num
  have h4 : (|x| / 2) ^ 4 = x ^ 4 / 16 := by
    calc (|x| / 2) ^ 4 = ((|x| / 2) ^ 2) ^ 2 := by ring
      _ = x ^ 4 / 16 := by rw [h2]; ring
  rw [show 2 * (|x| / 2) = |x| by ring, Real.cos_abs, h2, h4] at hc
  have hl : 1 - x ^ 2 / 2 ≤ Real.cos x := Real.one_sub_sq_div_two_le_cos
  have he1 := Real.add_one_le_exp (-(x ^ 2 / 2))
  -- upper bound on the Gaussian, from the quadratic lower bound on its inverse
  have he2 : Real.exp (-(x ^ 2 / 2)) ≤ 1 - x ^ 2 / 2 + x ^ 4 / 8 := by
    have hq := Real.quadratic_le_exp_of_nonneg (show 0 ≤ x ^ 2 / 2 by positivity)
    have hm : Real.exp (-(x ^ 2 / 2)) * Real.exp (x ^ 2 / 2) = 1 := by
      rw [← Real.exp_add, neg_add_cancel, Real.exp_zero]
    have hpos : 0 < 1 + x ^ 2 / 2 + (x ^ 2 / 2) ^ 2 / 2 := by positivity
    refine le_of_mul_le_mul_right ?_ hpos
    have hA := mul_le_mul_of_nonneg_left hq (Real.exp_pos (-(x ^ 2 / 2))).le
    have h8 : 0 ≤ x ^ 8 := by positivity
    nlinarith
  rw [abs_le]
  constructor <;> linarith

end

end RandomKickDephasing
```

Lean reports:

```
Main.lean:18:19: error: Function expected at
  Real.sin_gt_sub_cube h0
but this term has type
  y - y ^ 3 / 6 < Real.sin y

Note: Expected a function because this term is being applied to the argument
  h1
```

This version goes through:

```diff
@@ -16,5 +16,8 @@
       · rw [← h0]
         simp
-      · have hs := Real.sin_gt_sub_cube h0 h1
+      · have hs : y - y ^ 3 / 4 < Real.sin y := by
+          have hs6 := Real.sin_gt_sub_cube h0
+          have h3 : 0 < y ^ 3 := by positivity
+          linarith
         have hy2 : y ^ 2 ≤ 1 := pow_le_one₀ hy h1
         have hp : 0 ≤ y - y ^ 3 / 4 := by nlinarith [mul_nonneg hy (sub_nonneg.2 hy2)]
```

Diagnosis. The message says that `Real.sin_gt_sub_cube h0` is already a complete proof of `y - y ^ 3 / 6 < Real.sin y`. The lemma needs only the positivity of `y`, given by `h0`. The attempt also passes it `h1`, the proof of `y ≤ 1`, but a proof of this inequality is not a function and cannot take another argument.

Removing `h1` would not be enough, because the next steps are written for the constant 4, not 6. In particular, `hsq` uses `hs.le` as a proof of `y - y ^ 3 / 4 ≤ Real.sin y`.

The repair therefore states `hs` with the constant 4 and derives it from the lemma's bound, now called `hs6`. Since `y ^ 3` is positive, which `h3` records, subtracting `y ^ 3 / 4` leaves less than subtracting `y ^ 3 / 6`. The weaker bound then follows by `linarith`, and the later steps can stay as they were.
